# The largest eigenvalue of the in-sphere density matrix bounds the weight that one unit vector captures

Let $a_k\in\mathbb C^n$ be the coefficients of state $k$ inside an augmentation sphere, taken in an orthonormal basis of $n$ local functions. The index $k$ runs over a finite set, and each state has a real weight $w_k$, for example an occupation times a k-point weight. The inner product is antilinear in its first argument,

$$\langle u,v\rangle=\sum_i \overline{u_i}\,v_i,\qquad \|u\|^2=\langle u,u\rangle .$$

The in-sphere density matrix and the weight captured by a vector $u$ are

$$M=\sum_k w_k\,a_k a_k^\dagger,\qquad C(u)=\sum_k w_k\,|\langle u,a_k\rangle|^2 .$$

"Largest eigenvalue" means largest as a real number, not in modulus.

## The bound and its equality case

Let $n\ge 1$ and let $\lambda$ be the largest eigenvalue of $M$. For every $u$ with $\|u\|=1$,

$$C(u)\le\lambda,\qquad\text{and}\qquad C(u)=\lambda\iff Mu=\lambda u .$$

The value $\lambda$ is therefore the maximum of $C$ over unit vectors. These statements hold for weights of either sign. If all $w_k\ge 0$, then also

$$\lambda\le\sum_k w_k\|a_k\|^2 ,$$

where the right-hand side is the total weight of the states within the span of the $n$ local functions.

## Choosing a local projection function

A code that builds a trial orbital for a Wannier projection by diagonalising $M$ and keeping the top eigenvector relies on this result. For fixed states and a finite orthonormal local basis, no other single normalised function in the span of that basis captures more weight.

The equality case says how far the choice is determined. If $\lambda$ is nondegenerate, the unit vector is fixed up to a phase. If $\lambda$ is degenerate, every unit vector in its eigenspace is equally good, so two correct runs may return vectors that differ by more than a phase.

The equality case also gives a cheap check: compute $C(u)$ directly from the overlaps with the returned vector and compare it with the returned eigenvalue. Suppose $M$ was conjugated by mistake but the overlaps are computed correctly. The eigenvalue alone does not reveal the mistake, while the comparison fails whenever the returned vector is not a top eigenvector of the correct $M$. For one state $a=(1,i)/\sqrt2$ with weight $1$, the conjugated matrix $\overline M$ still has largest eigenvalue $1$, but its top eigenvector $(1,-i)/\sqrt2$ is orthogonal to $a$ and captures nothing.

## Derivation from the gap matrix

**The captured weight is an expectation value.** Component by component,

$$(Mu)_i=\sum_k w_k\,a_{k,i}\sum_j\overline{a_{k,j}}\,u_j,
\qquad\text{so}\qquad Mu=\sum_k w_k\langle a_k,u\rangle\,a_k .$$

Taking the inner product with $u$ and using $\langle a_k,u\rangle=\overline{\langle u,a_k\rangle}$,

$$\langle u,Mu\rangle=\sum_k w_k\langle a_k,u\rangle\langle u,a_k\rangle=C(u).$$

**A largest eigenvalue exists.** Since the weights are real,

$$\overline{M_{ji}}=\sum_k w_k\,\overline{a_{k,j}}\,a_{k,i}=M_{ij},$$

so $M$ is Hermitian. For $n\ge1$ it has at least one real eigenvalue. Every eigenvalue is a root of the characteristic polynomial, so there are finitely many, and one of them is the largest.

**The gap matrix is positive semidefinite.** Put $G=\lambda\mathbb 1-M$, which is Hermitian. If $Gv=\nu v$ with $v\ne0$, then $Mv=(\lambda-\nu)v$. Thus $\lambda-\nu$ is an eigenvalue of $M$, hence $\lambda-\nu\le\lambda$ and $\nu\ge0$. A Hermitian matrix without negative eigenvalues is positive semidefinite.

**The bound follows.** For $\|u\|=1$,

$$0\le\langle u,Gu\rangle=\lambda\langle u,u\rangle-\langle u,Mu\rangle=\lambda-C(u).$$

**Equality forces an eigenvector.** Expand $u=\sum_i c_i g_i$ in orthonormal eigenvectors of $G$ with eigenvalues $\nu_i\ge0$. If $C(u)=\lambda$, then $\sum_i\nu_i|c_i|^2=0$. Each term is nonnegative, so every $\nu_ic_i$ vanishes and $Gu=\sum_i\nu_ic_ig_i=0$, which is $Mu=\lambda u$. Conversely, $Mu=\lambda u$ gives $C(u)=\langle u,Mu\rangle=\lambda$.

**The maximum is attained.** Take an eigenvector $v\neq0$ for $\lambda$ and set $u=v/\|v\|$. This is a unit eigenvector, so $C(u)=\lambda$.

**The total weight is an upper bound when $w_k\ge0$.** For this $u$, the Cauchy–Schwarz inequality gives

$$\lambda=\sum_k w_k|\langle u,a_k\rangle|^2\le\sum_k w_k\|u\|^2\|a_k\|^2=\sum_k w_k\|a_k\|^2 .$$

## The Lean file

```lean
import Mathlib

open Matrix
open scoped ComplexOrder

namespace InSphereDensityMatrix

noncomputable section

variable {n K : Type*} [Fintype n] [DecidableEq n] [Fintype K]

/-- The squared norm of a coefficient vector. -/
def sqNorm (v : n → ℂ) : ℝ := ∑ i, ‖v i‖ ^ 2

/-- The in-sphere density matrix `∑ₖ wₖ aₖ aₖ†`. -/
def densityMatrix (w : K → ℝ) (a : K → n → ℂ) : Matrix n n ℂ :=
  ∑ k, (w k : ℂ) • vecMulVec (a k) (star (a k))

/-- The weight `∑ₖ wₖ |⟨u, aₖ⟩|²` captured by the projector vector `u`. -/
def capturedWeight (w : K → ℝ) (a : K → n → ℂ) (u : n → ℂ) : ℝ :=
  ∑ k, w k * ‖star u ⬝ᵥ a k‖ ^ 2

/-- The set of real eigenvalues of a matrix. -/
def realEigenvalues (M : Matrix n n ℂ) : Set ℝ :=
  {μ | ∃ v : n → ℂ, v ≠ 0 ∧ M *ᵥ v = (μ : ℂ) • v}

omit [DecidableEq n] in
/-- The density matrix sends `u` to `∑ₖ wₖ ⟨aₖ, u⟩ aₖ`. -/
theorem densityMatrix_mulVec (w : K → ℝ) (a : K → n → ℂ) (u : n → ℂ) :
    densityMatrix w a *ᵥ u = ∑ k, ((w k : ℂ) * (star (a k) ⬝ᵥ u)) • a k := by
  ext i
  simp only [densityMatrix, mulVec, dotProduct, Matrix.sum_apply, Matrix.smul_apply,
    vecMulVec_apply, Finset.sum_apply, Pi.smul_apply, smul_eq_mul, Finset.sum_mul,
    Finset.mul_sum]
  rw [Finset.sum_comm]
  refine Finset.sum_congr rfl fun k _ => Finset.sum_congr rfl fun j _ => ?_
  ring

omit [DecidableEq n] in
/-- The captured weight is the expectation value of the density matrix in `u`. -/
theorem expectation_eq_capturedWeight (w : K → ℝ) (a : K → n → ℂ) (u : n → ℂ) :
    star u ⬝ᵥ (densityMatrix w a *ᵥ u) = (capturedWeight w a u : ℂ) := by
  rw [densityMatrix_mulVec, dotProduct_sum, capturedWeight, Complex.ofReal_sum]
  refine Finset.sum_congr rfl fun k _ => ?_
  have h1 : star (a k) ⬝ᵥ u = star (star u ⬝ᵥ a k) := Matrix.star_dotProduct _ _
  have h2 : star (star u ⬝ᵥ a k) * (star u ⬝ᵥ a k) = (‖star u ⬝ᵥ a k‖ : ℂ) ^ 2 :=
    Complex.conj_mul' _
  rw [dotProduct_smul, smul_eq_mul, h1, mul_assoc, h2]
  push_cast
  rfl

omit [Fintype n] [DecidableEq n] in
/-- The in-sphere density matrix is Hermitian. -/
theorem densityMatrix_isHermitian (w : K → ℝ) (a : K → n → ℂ) :
    (densityMatrix w a).IsHermitian := by
  ext i j
  simp only [densityMatrix, conjTranspose_apply, Matrix.sum_apply, Matrix.smul_apply,
    vecMulVec_apply, Pi.star_apply, smul_eq_mul, star_sum, star_mul', star_star]
  refine Finset.sum_congr rfl fun k _ => ?_
  have hw : star (w k : ℂ) = (w k : ℂ) := Complex.conj_ofReal _
  rw [hw]
  ring

/-- Each entry of the spectral list of a Hermitian matrix has an eigenvector. -/
theorem eigenvalues_mem {M : Matrix n n ℂ} (hM : M.IsHermitian) (i : n) :
    hM.eigenvalues i ∈ realEigenvalues M := by
  refine ⟨(hM.eigenvectorBasis i).ofLp, fun h => ?_, ?_⟩
  · apply hM.eigenvectorBasis.orthonormal.ne_zero i
    ext j
    exact congrFun h j
  · have hv : M *ᵥ (hM.eigenvectorBasis i).ofLp
        = hM.eigenvalues i • (hM.eigenvectorBasis i).ofLp := hM.mulVec_eigenvectorBasis i
    rw [hv]
    ext j
    simp only [Pi.smul_apply, Complex.real_smul, smul_eq_mul]

/-- In dimension at least one the density matrix has a largest eigenvalue. -/
theorem exists_largest_eigenvalue [Nonempty n] (w : K → ℝ) (a : K → n → ℂ) :
    ∃ lam, IsGreatest (realEigenvalues (densityMatrix w a)) lam := by
  set M := densityMatrix w a with hMdef
  have hM : M.IsHermitian := densityMatrix_isHermitian w a
  -- eigenvalues are roots of the characteristic polynomial, hence finitely many
  have hroots : {z : ℂ | M.charpoly.IsRoot z}.Finite :=
    Polynomial.finite_setOfPred_isRoot M.charpoly_monic.ne_zero
  have hfin : (realEigenvalues M).Finite := by
    refine (hroots.preimage Complex.ofReal_injective.injOn).subset ?_
    rintro μ ⟨v, hv0, hv⟩
    change M.charpoly.eval (μ : ℂ) = 0
    rw [Matrix.eval_charpoly]
    refine Matrix.exists_mulVec_eq_zero_iff.mp ⟨v, hv0, ?_⟩
    have hsc : Matrix.scalar n (μ : ℂ) *ᵥ v = (μ : ℂ) • v := by
      ext i
      rw [Matrix.scalar_apply, Matrix.mulVec_diagonal, Pi.smul_apply, smul_eq_mul]
    rw [Matrix.sub_mulVec, hv, hsc, sub_self]
  obtain ⟨lam, h1, h2⟩ := Set.exists_max_image _ id hfin
    ⟨_, eigenvalues_mem hM (Classical.arbitrary n)⟩
  exact ⟨lam, h1, fun μ hμ => h2 μ hμ⟩

/-- If `lam` is the largest eigenvalue of a Hermitian `M`, then `lam - M` is positive
semidefinite. -/
theorem gap_posSemidef {M : Matrix n n ℂ} (hM : M.IsHermitian) {lam : ℝ}
    (hlam : IsGreatest (realEigenvalues M) lam) :
    ((lam : ℂ) • (1 : Matrix n n ℂ) - M).PosSemidef := by
  have hN : ((lam : ℂ) • (1 : Matrix n n ℂ) - M).IsHermitian := by
    have hs : star (lam : ℂ) = (lam : ℂ) := Complex.conj_ofReal _
    rw [Matrix.IsHermitian, conjTranspose_sub, conjTranspose_smul, conjTranspose_one,
      hM.eq, hs]
  rw [hN.posSemidef_iff_eigenvalues_nonneg]
  intro i
  obtain ⟨v, hv0, hv⟩ := eigenvalues_mem hN i
  rw [Matrix.sub_mulVec, Matrix.smul_mulVec, Matrix.one_mulVec] at hv
  -- an eigenvalue `ν` of the gap matrix gives the eigenvalue `lam - ν` of `M`
  have hmem : lam - hN.eigenvalues i ∈ realEigenvalues M := by
    refine ⟨v, hv0, ?_⟩
    push_cast
    rw [sub_smul, ← hv]
    abel
  have hle := hlam.2 hmem
  change 0 ≤ hN.eigenvalues i
  linarith

/-- A unit vector captures at most the largest eigenvalue of the density matrix, with
equality exactly when it is an eigenvector for that eigenvalue. -/
theorem capturedWeight_le_largest (w : K → ℝ) (a : K → n → ℂ) {lam : ℝ}
    (hlam : IsGreatest (realEigenvalues (densityMatrix w a)) lam)
    {u : n → ℂ} (hu : sqNorm u = 1) :
    capturedWeight w a u ≤ lam ∧
      (capturedWeight w a u = lam ↔ densityMatrix w a *ᵥ u = (lam : ℂ) • u) := by
  have hP := gap_posSemidef (densityMatrix_isHermitian w a) hlam
  have huu : star u ⬝ᵥ u = 1 := by
    have h : star u ⬝ᵥ u = (sqNorm u : ℂ) := by
      rw [sqNorm, Complex.ofReal_sum]
      refine Finset.sum_congr rfl fun i _ => ?_
      rw [Complex.ofReal_pow]
      exact Complex.conj_mul' (u i)
    rw [h, hu, Complex.ofReal_one]
  have hgap : ((lam : ℂ) • (1 : Matrix n n ℂ) - densityMatrix w a) *ᵥ u
      = (lam : ℂ) • u - densityMatrix w a *ᵥ u := by
    rw [Matrix.sub_mulVec, Matrix.smul_mulVec, Matrix.one_mulVec]
  -- the quadratic form of the gap matrix is `lam` minus the weight captured by `u`
  have hq : star u ⬝ᵥ (((lam : ℂ) • (1 : Matrix n n ℂ) - densityMatrix w a) *ᵥ u)
      = ((lam - capturedWeight w a u : ℝ) : ℂ) := by
    rw [hgap, dotProduct_sub, dotProduct_smul, huu, expectation_eq_capturedWeight,
      smul_eq_mul, mul_one, Complex.ofReal_sub]
  constructor
  · have h0 := hP.dotProduct_mulVec_nonneg u
    rw [hq, Complex.zero_le_real] at h0
    linarith
  · have hz := hP.dotProduct_mulVec_zero_iff u
    rw [hq, hgap, Complex.ofReal_eq_zero, sub_eq_zero, sub_eq_zero] at hz
    exact ⟨fun h => (hz.mp h.symm).symm, fun h => (hz.mpr h.symm).symm⟩

/-- The largest eigenvalue is the maximum of the captured weight over unit vectors. -/
theorem largest_isGreatest_capturedWeight (w : K → ℝ) (a : K → n → ℂ) {lam : ℝ}
    (hlam : IsGreatest (realEigenvalues (densityMatrix w a)) lam) :
    IsGreatest {c | ∃ u, sqNorm u = 1 ∧ capturedWeight w a u = c} lam := by
  constructor
  · obtain ⟨v, hv0, hv⟩ := hlam.1
    have hs : 0 < sqNorm v := by
      obtain ⟨i, hi⟩ := Function.ne_iff.mp hv0
      have hi' : 0 < ‖v i‖ := norm_pos_iff.mpr hi
      exact Finset.sum_pos' (fun j _ => by positivity) ⟨i, Finset.mem_univ i, by positivity⟩
    -- normalise the eigenvector
    have hu : sqNorm ((((√(sqNorm v))⁻¹ : ℝ) : ℂ) • v) = 1 := by
      have h : sqNorm ((((√(sqNorm v))⁻¹ : ℝ) : ℂ) • v)
          = ((√(sqNorm v))⁻¹) ^ 2 * sqNorm v := by
        conv_rhs => rw [sqNorm.eq_1 v, Finset.mul_sum]
        refine Finset.sum_congr rfl fun i _ => ?_
        rw [Pi.smul_apply, smul_eq_mul, norm_mul, mul_pow, Complex.norm_real,
          Real.norm_eq_abs, sq_abs]
        rfl
      rw [h, inv_pow, Real.sq_sqrt hs.le, inv_mul_cancel₀ hs.ne']
    refine ⟨_, hu, (capturedWeight_le_largest w a hlam hu).2.mpr ?_⟩
    rw [Matrix.mulVec_smul, hv, smul_comm]
  · rintro c ⟨u, hu, rfl⟩
    exact (capturedWeight_le_largest w a hlam hu).1

/-- For nonnegative weights the largest eigenvalue is at most the total weight
`∑ₖ wₖ ‖aₖ‖²`. -/
theorem largest_le_total (w : K → ℝ) (hw : ∀ k, 0 ≤ w k) (a : K → n → ℂ) {lam : ℝ}
    (hlam : IsGreatest (realEigenvalues (densityMatrix w a)) lam) :
    lam ≤ ∑ k, w k * sqNorm (a k) := by
  obtain ⟨u, hu, rfl⟩ := (largest_isGreatest_capturedWeight w a hlam).1
  refine Finset.sum_le_sum fun k _ => mul_le_mul_of_nonneg_left ?_ (hw k)
  -- Cauchy-Schwarz for each overlap
  have h1 : ‖star u ⬝ᵥ a k‖ ≤ ∑ i, ‖u i‖ * ‖a k i‖ := by
    refine (norm_sum_le _ _).trans (le_of_eq (Finset.sum_congr rfl fun i _ => ?_))
    rw [norm_mul, Pi.star_apply, norm_star]
  calc ‖star u ⬝ᵥ a k‖ ^ 2 ≤ (∑ i, ‖u i‖ * ‖a k i‖) ^ 2 := by gcongr
    _ ≤ sqNorm u * sqNorm (a k) := Finset.sum_mul_sq_le_sq_mul_sq _ _ _
    _ = sqNorm (a k) := by rw [hu, one_mul]

end

end InSphereDensityMatrix
```

```lean
#print axioms InSphereDensityMatrix.exists_largest_eigenvalue
#print axioms InSphereDensityMatrix.capturedWeight_le_largest
#print axioms InSphereDensityMatrix.largest_le_total
```

```
'InSphereDensityMatrix.exists_largest_eigenvalue' depends on axioms: [propext, Classical.choice, Quot.sound]
'InSphereDensityMatrix.capturedWeight_le_largest' depends on axioms: [propext, Classical.choice, Quot.sound]
'InSphereDensityMatrix.largest_le_total' depends on axioms: [propext, Classical.choice, Quot.sound]
```

## What the theorems say about a calculation

In the file, `n` is the finite index type of the local basis, so the dimension is its number of elements, and `K` is the finite index type of the states. The function `a k` holds the coefficients of state `k`. The expression `star u ⬝ᵥ a k` is $\langle u,a_k\rangle$, and `vecMulVec (a k) (star (a k))` is $a_ka_k^\dagger$. The squared norm is defined explicitly as `sqNorm`, because Mathlib's default norm on functions `n → ℂ` is the maximum norm.

The set `realEigenvalues M` contains the real numbers `μ` for which some nonzero `v` satisfies $Mv=\mu v$. The hypothesis `hlam` says that `lam` belongs to this set and is an upper bound for it. `exists_largest_eigenvalue` supplies such a number whenever `n` is nonempty.

The main theorem, `capturedWeight_le_largest`, takes `hlam` and `sqNorm u = 1` and returns the bound together with the equivalence for equality. `largest_isGreatest_capturedWeight` states that `lam` is the maximum over unit vectors, and `largest_le_total` gives the bound by the total weight. Only this last theorem assumes `0 ≤ w k`.

That assumption holds for ordinary occupations, but some smearing schemes, Methfessel–Paxton among them, can produce negative ones. Take $n=2$, $a_1=(1,0)$, $a_2=(0,1)$, $w_1=1$ and $w_2=-0.03$. Then $M=\mathrm{diag}(1,-0.03)$ and $\lambda=1$, while the total weight is $0.97$, so the upper bound fails. The main theorem still holds: $u=(1,0)$ captures exactly $1$.

The model has these limits:

- The basis is orthonormal. Coefficients in a non-orthonormal set of partial waves or projectors must be transformed first, since otherwise the overlap matrix enters both the inner product and the norm.
- The theorems treat one vector at a time, not the joint choice of several projection functions.
- They compare vectors within the given finite basis and do not measure what that basis misses.
- The arithmetic is exact. Rounding and the convergence of an eigensolver are not modelled, and nothing is said about how close $u$ is to an eigenvector when $C(u)$ is merely close to $\lambda$.

### How the proof follows the derivation

`densityMatrix_mulVec` computes $Mu$ by exchanging the two finite sums, and `expectation_eq_capturedWeight` turns $\langle u,Mu\rangle$ into $C(u)$. `densityMatrix_isHermitian` compares matrix entries.

`eigenvalues_mem` links Mathlib's spectral theorem to the elementary set `realEigenvalues`: each number in the spectral list has a nonzero eigenvector. In `exists_largest_eigenvalue` this shows that the set is nonempty, while the roots of the characteristic polynomial show that it is finite.

`gap_posSemidef` carries out the shift from $\nu$ to $\lambda-\nu$. Inside the main theorem, `hq` is the identity $\langle u,Gu\rangle=\lambda-C(u)$. The bound then comes from `dotProduct_mulVec_nonneg`. For the maximum, the proof divides an eigenvector by the square root of its `sqNorm` and applies the equality case. `largest_le_total` takes a maximising unit vector and bounds each overlap by Cauchy–Schwarz.

### The lemma behind the equality case

The equality case turns on Mathlib's `dotProduct_mulVec_zero_iff`, applied to the proof `hP` that $G$ is positive semidefinite. For such a matrix it states

$$\langle u,Gu\rangle=0\iff Gu=0 .$$

The direction from left to right is the substantial one. It can be seen by writing $G=B^\dagger B$: then $\langle u,Gu\rangle=\|Bu\|^2$, so a vanishing form gives $Bu=0$ and hence $Gu=0$. Being Hermitian is not enough. For $\mathrm{diag}(1,-1)$ and $u=(1,1)/\sqrt2$ the form vanishes, but the matrix does not annihilate $u$.

In the file, rewriting with `hq` and `hgap` turns the left side into $\lambda=C(u)$ and the right side into $\lambda u=Mu$. The final line only reverses these equalities to match the theorem. The eigenvector condition is thus obtained without expanding $u$ in an eigenbasis and without separate treatment of degenerate eigenvalues.
